# A charged sheet in a periodic cell with a uniform neutralising background has a field energy proportional to the cell length

A sheet of charge is singular: the electric field jumps across it. Here the sheet is placed on the boundary of the periodic cell, so that the interval \([0,L]\) contains only the smooth background. The field may then take different values at \(0\) and \(L\), which are the two faces of the sheet. The sheet charge itself is not assumed, but follows from the other conditions.

```lean
import Mathlib

open Set Filter

namespace HomogeneousBackground

noncomputable section
```

## The cell and its energy

Let \(L\) be the cell length, \(\varepsilon\) a constant permittivity, \(s\) the charge per unit area to be neutralised, \(\varphi\) the potential and \(E\) the field along the cell. The conditions are

\[
\varphi'=-E,\qquad (\varepsilon E)'=-\frac{s}{L},\qquad \varphi(0)=\varphi(L),\qquad \int_0^L\varphi\,dx=0 .
\]

```lean
/-- A periodic cell `[0, L]` of permittivity `ε` with potential `φ` and electric field `E`: the
field is minus the slope of the potential, Gauss's law holds with the uniform background charge
density `-s / L`, the potential is periodic, and its integral over the cell is zero. The intended
domain is `L > 0`; for negative `L` the interval `Icc 0 L` is empty. -/
structure BackgroundCell (ε L s : ℝ) (φ E : ℝ → ℝ) : Prop where
  slope : ∀ x ∈ Icc 0 L, HasDerivWithinAt φ (-E x) (Icc 0 L) x
  gauss : ∀ x ∈ Icc 0 L, HasDerivWithinAt (fun y => ε * E y) (-(s / L)) (Icc 0 L) x
  periodic : φ 0 = φ L
  zero_mean : ∫ x in (0 : ℝ)..L, φ x = 0
```

The four fields of `BackgroundCell` are these four conditions, in the same order. `HasDerivWithinAt` on `Icc 0 L` means an ordinary derivative inside the cell and a one-sided derivative at each end. The functions are defined on all of \(\mathbb R\), but their values outside the cell play no part.

The density \(-s/L\) is postulated: it stands for the homogeneous charge that makes a charged periodic cell neutral. Equal end potentials mean that there is no net potential drop across the cell. The zero integral is a convention that fixes the additive constant of \(\varphi\), and the potential at the sheet depends on it.

The field energy per unit area is

\[
U=\frac{\varepsilon}{2}\int_0^L E^2\,dx .
\]

```lean
/-- The electrostatic field energy per unit area of the cell, `(ε / 2) ∫ E²`. -/
def fieldEnergy (ε L : ℝ) (E : ℝ → ℝ) : ℝ := ε / 2 * ∫ x in (0 : ℝ)..L, E x ^ 2
```

## Two facts about quadratics

If \(F'(x)=a+bx\) on the cell, then \(F(x)-ax-\tfrac b2x^2\) has zero derivative and keeps its initial value \(F(0)\). Hence

\[
F(x)=F(0)+ax+\tfrac b2x^2 .
\]

```lean
/-- On a cell of positive length, a function whose slope is `a + b x` is the quadratic
`F 0 + a x + b x² / 2`. -/
theorem eq_quadratic_of_slope {L a b : ℝ} (hL : 0 < L) {F : ℝ → ℝ}
    (hF : ∀ x ∈ Icc 0 L, HasDerivWithinAt F (a + b * x) (Icc 0 L) x) :
    ∀ x ∈ Icc 0 L, F x = F 0 + a * x + b / 2 * x ^ 2 := by
  intro x hx
  -- the difference from the quadratic has zero slope
  have hd : ∀ y ∈ Icc 0 L,
      HasDerivWithinAt (fun y => F y - (a * y + b / 2 * y ^ 2)) 0 (Icc 0 L) y := by
    intro y hy
    have hq := ((hasDerivAt_id' y).const_mul a).fun_add
      (((hasDerivAt_id' y).fun_pow 2).const_mul (b / 2))
    exact ((hF y hy).fun_sub hq.hasDerivWithinAt).congr_deriv (by push_cast; ring)
  have h : F x - (a * x + b / 2 * x ^ 2) = F 0 - (a * 0 + b / 2 * 0 ^ 2) :=
    constant_of_derivWithin_zero (f := fun y => F y - (a * y + b / 2 * y ^ 2))
      (fun y hy => (hd y hy).differentiableWithinAt)
      (fun y hy => (hd y (Ico_subset_Icc_self hy)).derivWithin
        (uniqueDiffOn_Icc hL y (Ico_subset_Icc_self hy))) x hx
  linear_combination h
```

In the proof, `hd` computes the zero derivative and `constant_of_derivWithin_zero` turns it into constancy.

The integral of a quadratic follows from its antiderivative \(ax+\tfrac b2x^2+\tfrac c3x^3\):

\[
\int_0^L(a+bx+cx^2)\,dx=aL+\frac{bL^2}{2}+\frac{cL^3}{3}.
\]

```lean
/-- The integral of a quadratic profile over the cell. -/
theorem integral_quadratic (a b c L : ℝ) :
    ∫ x in (0 : ℝ)..L, (a + b * x + c * x ^ 2) = a * L + b * L ^ 2 / 2 + c * L ^ 3 / 3 := by
  have hd : ∀ x ∈ uIcc 0 L, HasDerivAt (fun x => a * x + b / 2 * x ^ 2 + c / 3 * x ^ 3)
      (a + b * x + c * x ^ 2) x := by
    intro x _
    have h := (((hasDerivAt_id' x).const_mul a).fun_add
      (((hasDerivAt_id' x).fun_pow 2).const_mul (b / 2))).fun_add
      (((hasDerivAt_id' x).fun_pow 3).const_mul (c / 3))
    exact h.congr_deriv (by push_cast; ring)
  have hc : Continuous (fun x : ℝ => a + b * x + c * x ^ 2) := by fun_prop
  rw [intervalIntegral.integral_eq_sub_of_hasDerivAt hd (hc.intervalIntegrable _ _)]
  ring
```

## The field is linear

Write \(c=s/(\varepsilon L)\). Gauss's law gives \(\varepsilon E(x)=\varepsilon E(0)-(s/L)x\), and division by \(\varepsilon\) gives \(E(x)=E(0)-cx\). The potential therefore has slope \(-E(0)+cx\), so

\[
\varphi(L)=\varphi(0)-E(0)L+\tfrac c2L^2 .
\]

Since \(\varphi(L)=\varphi(0)\), we get \(E(0)=cL/2\), and

\[
E(x)=\frac{s}{\varepsilon L}\left(\frac L2-x\right).
\]

```lean
variable {ε L s : ℝ} {φ E : ℝ → ℝ}

/-- For nonzero permittivity and positive cell length, the field is linear through the cell and
vanishes at its middle. -/
theorem field_eq (hε : ε ≠ 0) (hL : 0 < L) (h : BackgroundCell ε L s φ E) :
    ∀ x ∈ Icc 0 L, E x = s / (ε * L) * (L / 2 - x) := by
  have hL' := hL.ne'
  obtain ⟨c, hc⟩ : ∃ c, c = s / (ε * L) := ⟨_, rfl⟩
  have hεc : ε * c = s / L := by rw [hc]; field_simp
  rw [← hc]
  -- Gauss's law makes the field affine
  have hD : ∀ x ∈ Icc 0 L, E x = E 0 - c * x := by
    intro x hx
    have h1 : ε * E x = ε * E 0 + -(s / L) * x + 0 / 2 * x ^ 2 :=
      eq_quadratic_of_slope (F := fun y => ε * E y) hL
        (fun y hy => (h.gauss y hy).congr_deriv (by ring)) x hx
    apply mul_left_cancel₀ hε
    linear_combination h1 + x * hεc
  -- periodicity of the potential fixes the remaining constant
  have h2 : φ L = φ 0 + -E 0 * L + c / 2 * L ^ 2 :=
    eq_quadratic_of_slope hL
      (fun y hy => (h.slope y hy).congr_deriv (by rw [hD y hy]; ring)) L ⟨hL.le, le_rfl⟩
  have h0 : E 0 = c * (L / 2) := by
    apply mul_left_cancel₀ hL'
    linear_combination h2 + h.periodic
  intro x hx
  rw [hD x hx, h0]
  ring
```

The quadratic lemma is used twice: `hD` applies it to \(\varepsilon E\), with zero quadratic coefficient, and `h2` applies it to \(\varphi\). The two cancellations by `mul_left_cancel₀` are the divisions by \(\varepsilon\) and \(L\). The assumption \(\varepsilon\neq0\) is needed because at \(\varepsilon=0\) Gauss's law would force \(s=0\) and say nothing about \(E\).

## The potential is a parabola

With \(E(0)=cL/2\), integrating the slope gives \(\varphi(x)=\varphi(0)-\tfrac{cL}{2}x+\tfrac c2x^2\). The zero integral then requires

\[
0=\varphi(0)L-\frac{cL^3}{4}+\frac{cL^3}{6}=\varphi(0)L-\frac{cL^3}{12},
\]

so \(\varphi(0)=cL^2/12\) and

\[
\varphi(x)=\frac{s}{2\varepsilon L}\left(x^2-Lx+\frac{L^2}{6}\right).
\]

```lean
/-- For nonzero permittivity and positive cell length, the potential on the cell is the quadratic
`s / (2 ε L) * (x² - L x + L² / 6)`. -/
theorem potential_eq (hε : ε ≠ 0) (hL : 0 < L) (h : BackgroundCell ε L s φ E) :
    ∀ x ∈ Icc 0 L, φ x = s / (2 * ε * L) * (x ^ 2 - L * x + L ^ 2 / 6) := by
  have hE := field_eq hε hL h
  obtain ⟨c, hc⟩ : ∃ c, c = s / (ε * L) := ⟨_, rfl⟩
  rw [← hc] at hE
  have h1 : ∀ x ∈ Icc 0 L, φ x = φ 0 + -(c * L / 2) * x + c / 2 * x ^ 2 :=
    eq_quadratic_of_slope hL
      (fun y hy => (h.slope y hy).congr_deriv (by rw [hE y hy]; ring))
  -- the zero mean fixes the potential at the sheet
  have hI : ∫ x in (0 : ℝ)..L, φ x =
      ∫ x in (0 : ℝ)..L, (φ 0 + -(c * L / 2) * x + c / 2 * x ^ 2) :=
    intervalIntegral.integral_congr
      (fun x hx => h1 x (by rwa [uIcc_of_le hL.le] at hx))
  rw [integral_quadratic, h.zero_mean] at hI
  have h0 : φ 0 = c * L ^ 2 / 12 := by
    apply mul_left_cancel₀ hL.ne'
    linear_combination -hI
  intro x hx
  rw [h1 x hx, h0, hc]
  ring
```

Here `h1` is the parabola with \(\varphi(0)\) still unknown, `hI` integrates it, and `h0` solves for \(\varphi(0)\).

## The sheet charge appears as a jump

The position just to the right of the sheet is \(x=0\), and the position just to its left is \(x=L\) in the neighbouring periodic image. The linear field gives \(\varepsilon E(0)=s/2\) and \(\varepsilon E(L)=-s/2\), so

\[
\varepsilon E(0)-\varepsilon E(L)=s .
\]

By Gauss's law across the boundary, this is a sheet carrying charge \(s\) per unit area, which balances the background's total of \(-s\).

```lean
/-- For nonzero permittivity and positive cell length, the displacement field jumps by `s`
across the cell boundary: a sheet of charge `s` per unit area sits there. -/
theorem displacement_jump (hε : ε ≠ 0) (hL : 0 < L) (h : BackgroundCell ε L s φ E) :
    ε * E 0 - ε * E L = s := by
  have hL' := hL.ne'
  rw [field_eq hε hL h 0 ⟨le_rfl, hL.le⟩, field_eq hε hL h L ⟨hL.le, le_rfl⟩]
  field_simp
  ring
```

A different formulation would put the sheet into the source, with \(-\varepsilon\varphi''=s\,\delta-s/L\) on a circle of length \(L\). The jump would then be an input and the periodicity of \(\varphi\) would be built into the domain, but the equation would have to be read in the sense of distributions instead of with ordinary derivatives.

## Sheet potential and field energy

At \(x=0\) the parabola gives \(\varphi(0)=sL/(12\varepsilon)\). For the energy, expand the square and integrate:

\[
\int_0^L\left(\frac L2-x\right)^2dx=\frac{L^3}{4}-\frac{L^3}{2}+\frac{L^3}{3}=\frac{L^3}{12},
\]

\[
U=\frac{\varepsilon}{2}\,\frac{s^2}{\varepsilon^2L^2}\,\frac{L^3}{12}=\frac{s^2L}{24\varepsilon}.
\]

```lean
/-- For nonzero permittivity and positive cell length, the potential at the charged sheet is
`s L / (12 ε)` and the field energy per unit area is `s² L / (24 ε)`. -/
theorem background_artefact (hε : ε ≠ 0) (hL : 0 < L) (h : BackgroundCell ε L s φ E) :
    φ 0 = s * L / (12 * ε) ∧ fieldEnergy ε L E = s ^ 2 * L / (24 * ε) := by
  have hL' := hL.ne'
  constructor
  · rw [potential_eq hε hL h 0 ⟨le_rfl, hL.le⟩]
    field_simp
    ring
  · -- the squared field is a quadratic, integrated over the cell
    have hsq : ∀ x ∈ Icc 0 L, E x ^ 2 = (s / (ε * L)) ^ 2 * L ^ 2 / 4 +
        -((s / (ε * L)) ^ 2 * L) * x + (s / (ε * L)) ^ 2 * x ^ 2 := by
      intro x hx
      rw [field_eq hε hL h x hx]
      ring
    have hI : ∫ x in (0 : ℝ)..L, E x ^ 2 =
        ∫ x in (0 : ℝ)..L, ((s / (ε * L)) ^ 2 * L ^ 2 / 4 +
          -((s / (ε * L)) ^ 2 * L) * x + (s / (ε * L)) ^ 2 * x ^ 2) :=
      intervalIntegral.integral_congr
        (fun x hx => hsq x (by rwa [uIcc_of_le hL.le] at hx))
    rw [fieldEnergy, hI, integral_quadratic]
    field_simp
    ring
```

The theorem `background_artefact` says that every pair \(\varphi,E\) meeting the cell conditions, with \(\varepsilon\neq0\) and \(L>0\), has both values. Its second half rewrites \(E^2\) as a quadratic in `hsq` and applies the integral formula. In this electrostatic model \(\varepsilon\) is meant to be positive, although the algebra needs only \(\varepsilon\neq0\).

The potential at mid-cell is \(\varphi(L/2)=-sL/(24\varepsilon)\), so the drop from the sheet is

\[
\varphi(0)-\varphi(L/2)=\frac{sL}{12\varepsilon}+\frac{sL}{24\varepsilon}=\frac{sL}{8\varepsilon}.
\]

```lean
/-- For nonzero permittivity and positive cell length, the potential drop from the sheet to
the middle of the cell is `s L / (8 ε)`. -/
theorem drop_to_midcell (hε : ε ≠ 0) (hL : 0 < L) (h : BackgroundCell ε L s φ E) :
    φ 0 - φ (L / 2) = s * L / (8 * ε) := by
  have hL' := hL.ne'
  rw [potential_eq hε hL h 0 ⟨le_rfl, hL.le⟩,
    potential_eq hε hL h (L / 2) ⟨by linarith, by linarith⟩]
  field_simp
  ring
```

## Lengthening the cell

Now hold \(s\neq0\) and \(\varepsilon>0\) fixed and take one cell for each \(L>0\). The energy is \(L\) times the positive constant \(s^2/(24\varepsilon)\), so

\[
U(L)\to\infty\qquad(L\to\infty).
\]

```lean
/-- At fixed nonzero sheet charge and positive permittivity, the field energy per unit area
grows without bound as the cell is lengthened. -/
theorem energy_diverges (hε : 0 < ε) (hs : s ≠ 0) {φ E : ℝ → ℝ → ℝ}
    (h : ∀ L, 0 < L → BackgroundCell ε L s (φ L) (E L)) :
    Tendsto (fun L => fieldEnergy ε L (E L)) atTop atTop := by
  have hk : 0 < s ^ 2 / (24 * ε) := by positivity
  have ht : Tendsto (fun L : ℝ => s ^ 2 / (24 * ε) * L) atTop atTop :=
    Tendsto.const_mul_atTop hk tendsto_id
  refine ht.congr' ?_
  filter_upwards [eventually_gt_atTop (0 : ℝ)] with L hL
  rw [(background_artefact hε.ne' hL (h L hL)).2]
  ring
```

In Lean, `φ` and `E` are now families indexed by the length, and `Tendsto … atTop atTop` is the divergence. The proof replaces the energy by its formula for positive \(L\), which is enough for the limit.

For charged-slab calculations that use a uniform neutralising background, this model of a rigid planar sheet, with \(\varepsilon\) the vacuum permittivity, shows that adding vacuum increases the field energy of the sheet and background together instead of removing it. The model has no atomic structure, electronic response, mobile ions or lateral variation, and its energy is the electrostatic field energy alone.

## The conditions have a solution

For every \(s\), every \(\varepsilon\neq0\) and every \(L>0\), the parabola and linear field found above satisfy the cell conditions. Differentiation gives

\[
\varphi'(x)=\frac{s}{\varepsilon L}\left(x-\frac L2\right)=-E(x),\qquad \varepsilon E'(x)=-\frac sL .
\]

The end values of \(\varphi\) are both \(sL/(12\varepsilon)\), and its integral is

\[
\frac{s}{2\varepsilon L}\left(\frac{L^3}{3}-\frac{L^3}{2}+\frac{L^3}{6}\right)=0 .
\]

```lean
/-- For nonzero permittivity and positive cell length, an explicit parabolic potential and
linear field satisfy all the conditions of the cell. -/
theorem backgroundCell_witness (s : ℝ) (hε : ε ≠ 0) (hL : 0 < L) :
    BackgroundCell ε L s (fun x => s / (2 * ε * L) * (x ^ 2 - L * x + L ^ 2 / 6))
      (fun x => s / (ε * L) * (L / 2 - x)) := by
  have hL' := hL.ne'
  refine ⟨fun x _ => ?_, fun x _ => ?_, ?_, ?_⟩
  · have h := ((((hasDerivAt_id' x).fun_pow 2).fun_sub
      ((hasDerivAt_id' x).const_mul L)).add_const (L ^ 2 / 6)).const_mul (s / (2 * ε * L))
    exact (h.congr_deriv (by push_cast; ring)).hasDerivWithinAt
  · have h := (((hasDerivAt_id' x).const_sub (L / 2)).const_mul (s / (ε * L))).const_mul ε
    exact (h.congr_deriv (by field_simp)).hasDerivWithinAt
  · show s / (2 * ε * L) * (0 ^ 2 - L * 0 + L ^ 2 / 6) =
      s / (2 * ε * L) * (L ^ 2 - L * L + L ^ 2 / 6)
    ring
  · have hI : ∫ x in (0 : ℝ)..L, s / (2 * ε * L) * (x ^ 2 - L * x + L ^ 2 / 6) =
        ∫ x in (0 : ℝ)..L, (s / (2 * ε * L) * L ^ 2 / 6 +
          -(s / (2 * ε * L) * L) * x + s / (2 * ε * L) * x ^ 2) := by
      congr 1
      funext x
      ring
    rw [hI, integral_quadratic]
    ring

end

end HomogeneousBackground
```

The four goals left by `refine` are these four checks, so the preceding theorems describe a cell that exists.

```lean
#print axioms HomogeneousBackground.displacement_jump
-- 'HomogeneousBackground.displacement_jump' depends on axioms: [propext, Classical.choice, Quot.sound]
#print axioms HomogeneousBackground.drop_to_midcell
-- 'HomogeneousBackground.drop_to_midcell' depends on axioms: [propext, Classical.choice, Quot.sound]
#print axioms HomogeneousBackground.energy_diverges
-- 'HomogeneousBackground.energy_diverges' depends on axioms: [propext, Classical.choice, Quot.sound]
```
